# Cluster amplitudes add for a composite whose CI coefficients are a convolution

Q: To start a coupled-cluster calculation on two distant molecules, I copy the converged amplitudes of each molecule into the initial guess and set every amplitude that involves orbitals of both to zero. I rely on this guess describing the product of the two molecular states. You have a formal proof about sequences in a ring. Where are my molecules in it?

A: Let me begin with the physics. Take a reference determinant $|\Phi\rangle$ for one molecule and write its correlated state as

$$(1+c_1+c_2+\dots)|\Phi\rangle = e^{t_1+t_2+\dots}|\Phi\rangle .$$

Here $c_n$ is the whole CI operator of excitation rank $n$, coefficients included, and $t_k$ is the cluster operator of rank $k$. Textbooks write $C_n$ and $T_k$. All these operators move electrons from occupied to virtual orbitals, so they commute. The second molecule has $d_n$ and $s_k$ in the same roles.

Q: And the recursion?

A: Attach a power of a bookkeeping variable $z$ to each rank, so that $C(z)=\sum_n c_n z^n$ with $c_0=1$, $T(z)=\sum_{k\ge1} t_k z^k$ and $C=e^{T}$. Differentiate and multiply by $z$:

$$zC' = (zT')\,C .$$

The coefficient of $z^n$ is

$$n\,c_n=\sum_{i+j=n} i\,t_i\,c_j .$$

For $n=1$ this gives $c_1=t_1$. For $n=2$ it gives $2c_2=t_1c_1+2t_2$, so $c_2=t_2+\tfrac12t_1^2$, the usual relation for doubles.

Q: Now put the two molecules together.

A: The product state has the rank-$n$ operator $e_n=\sum_{i+j=n}c_i d_j$, so its series is $E=CD$, with $D(z)=\sum_n d_nz^n$ and $e_0=1$. With $S(z)=\sum_{k\ge1}s_kz^k$, the product rule gives

$$zE'=(zC')D+C(zD')=(zT')CD+C(zS')D=\big(z(T+S)'\big)E .$$

So $t_k+s_k$ satisfies the recursion for the composite. Suppose $u_k$ satisfies it too, with $U(z)=\sum_{k\ge1} u_kz^k$. Then $(zU')E=\big(z(T+S)'\big)E$. Since $E$ starts with 1, it has an inverse series, found order by order, and we may cancel it. What remains is $k\,u_k=k(t_k+s_k)$, and division by $k\ge1$ gives $u_k=t_k+s_k$.

Q: I accept that. Does the Lean code say the same thing?

A: It starts with the home of the operators.

```lean
import Mathlib

open Finset

namespace ClusterSizeConsistency

variable {A : Type*} [CommRing A]
```

`A` is any commutative ring. For your molecules, read it as the algebra generated by the excitation operators of both, acting on the joint reference. The relation between amplitudes and CI operators is then a definition.

```lean
/-- The sequence `t` gives cluster amplitudes for the CI coefficients `c`, both indexed by
excitation rank: `c 0 = 1` and `n c_n = ∑ i t_i c_j` over all `i + j = n`. -/
def IsCluster (t c : ℕ → A) : Prop :=
  c 0 = 1 ∧ ∀ n : ℕ, (n : A) * c n = ∑ p ∈ antidiagonal n, (p.1 : A) * t p.1 * c p.2
```

`antidiagonal n` is the set of pairs $(i,j)$ with $i+j=n$, and `p.1`, `p.2` are $i$ and $j$. The term with $i=0$ is multiplied by zero, so `t 0` has no influence.

Q: My CI vectors have norm one. They don't have $c_0=1$.

A: The definition fixes intermediate normalisation. Divide your vector by its reference coefficient, which has to be nonzero, and you have the `c` of the code.

```lean
/-- CI coefficients of the product of two fragment states: the coefficient at rank `n` sums the
products of fragment coefficients whose ranks add up to `n`. -/
def composite (c d : ℕ → A) : ℕ → A :=
  fun n => ∑ p ∈ antidiagonal n, c p.1 * d p.2
```

Q: Here is my main doubt. You define the composite as a convolution, and that is the physics I wanted to see derived.

A: That is the step left to you: the state of the separated pair must be the product of the fragment states, with a reference that factorises in the same way. Fragments that don't interact, with orbitals localised on each, have such a state. The theorem starts once the product form is granted.

Q: And several copies of one molecule?

```lean
/-- The convolution of `m` copies of the same sequence `c`; for `m = 0` it is 1 at rank zero and 0
at all other ranks. -/
def copies (c : ℕ → A) : ℕ → ℕ → A
  | 0 => fun n => if n = 0 then 1 else 0
  | m + 1 => composite (copies c m) c
```

A: This repeats the convolution `m` times with one and the same sequence. Read it with care. Identical molecules at different places have different excitation operators, whereas `copies` uses the same elements of `A` each time. So it is a statement about powers of one series, and not a model of several molecules. For molecules with their own operators, apply the two-fragment theorem repeatedly and sum their separate amplitudes.

Q: Where does the derivative $zC'$ appear?

```lean
/-- The generating series of a sequence in which each term is weighted by its rank. -/
def ranked (a : ℕ → A) : PowerSeries A :=
  PowerSeries.mk fun n => (n : A) * a n
```

A: `ranked` is $z\,d/dz$ written out: it multiplies the term of rank $n$ by $n$. `PowerSeries.mk` turns a sequence into its series. These are formal series, so convergence plays no part. The product rule comes next.

```lean
/-- Weighting by excitation rank obeys the Leibniz rule on a composite. -/
theorem ranked_composite (c d : ℕ → A) :
    ranked (composite c d) =
      ranked c * PowerSeries.mk d + PowerSeries.mk c * ranked d := by
  ext n
  simp only [ranked, composite, map_add, PowerSeries.coeff_mul, PowerSeries.coeff_mk,
    Finset.mul_sum, ← Finset.sum_add_distrib]
  refine Finset.sum_congr rfl fun p hp => ?_
  -- the total rank is the sum of the fragment ranks
  rw [← Finset.HasAntidiagonal.mem_antidiagonal.mp hp]
  push_cast
  ring
```

The proof compares coefficients at rank $n$. Inside the sum, $n$ is replaced by $i+j$, and `ring` splits $(i+j)c_id_j$ into the two terms of the product rule. The next lemma says that the recursion for all $n$ is the single equation $zC'=(zT')C$.

```lean
/-- The recursion between amplitudes and coefficients is one identity of generating series. -/
theorem isCluster_iff (t c : ℕ → A) :
    IsCluster t c ↔ c 0 = 1 ∧ ranked c = ranked t * PowerSeries.mk c := by
  unfold IsCluster
  refine and_congr_right fun _ => ?_
  rw [PowerSeries.ext_iff]
  simp only [ranked, PowerSeries.coeff_mul, PowerSeries.coeff_mk]
```

Q: So additivity should now take one line.

A: Nearly. `hmul` is $E=CD$, and `hadd` says that weighting by rank respects sums. After the product rule and the two fragment equations are inserted, `ring` finishes the rearrangement I wrote above.

```lean
/-- The sums of the fragments' cluster amplitudes are cluster amplitudes of the composite. -/
theorem isCluster_composite {t c s d : ℕ → A} (hc : IsCluster t c) (hd : IsCluster s d) :
    IsCluster (fun k => t k + s k) (composite c d) := by
  rw [isCluster_iff] at hc hd ⊢
  refine ⟨by simp [composite, hc.1, hd.1], ?_⟩
  have hmul : PowerSeries.mk (composite c d) = PowerSeries.mk c * PowerSeries.mk d := by
    ext n
    simp only [composite, PowerSeries.coeff_mul, PowerSeries.coeff_mk]
  have hadd : ranked (fun k => t k + s k) = ranked t + ranked s := by
    ext n
    simp only [ranked, map_add, PowerSeries.coeff_mk]
    ring
  rw [ranked_composite, hmul, hadd, hc.2, hd.2]
  ring
```

Nothing has been divided so far, so this half holds in every commutative ring. The uniqueness proof uses the inverse of the series.

```lean
/-- A series of CI coefficients with `c 0 = 1` is invertible. -/
theorem isUnit_series {c : ℕ → A} (h : c 0 = 1) : IsUnit (PowerSeries.mk c) := by
  rw [PowerSeries.isUnit_iff_constantCoeff, ← PowerSeries.coeff_zero_eq_constantCoeff_apply,
    PowerSeries.coeff_mk, h]
  exact isUnit_one
```

A power series is invertible exactly when its constant term is, and here that term is 1.

```lean
/-- If `t` gives cluster amplitudes for `c`, then `m` times `t` gives cluster amplitudes for
`copies c m`. -/
theorem isCluster_copies {t c : ℕ → A} (h : IsCluster t c) (m : ℕ) :
    IsCluster (fun k => (m : A) * t k) (copies c m) := by
  induction m with
  | zero =>
    refine ⟨by simp [copies], fun n => ?_⟩
    rcases n with _ | n <;> simp [copies]
  | succ m ih =>
    have e : (fun k => ((m + 1 : ℕ) : A) * t k) = fun k => (m : A) * t k + t k := by
      funext k
      push_cast
      ring
    rw [e]
    exact isCluster_composite ih h
```

This is the result for `copies`, by induction on `m`. For `m = 0` the sequence is 1 at rank zero and 0 elsewhere, and zero amplitudes satisfy the recursion. Each further copy adds one more `t k`, by the additivity shown above.

Q: Truncated CI fails for separated molecules. Can I see that here?

A: You can see one of the terms that it misses.

```lean
/-- If the CI expansions of two fragments end at ranks `a` and `b`, the composite has the
coefficient `c a * d b` at rank `a + b`. -/
theorem composite_top {c d : ℕ → A} {a b : ℕ} (hc : ∀ n, a < n → c n = 0)
    (hd : ∀ n, b < n → d n = 0) : composite c d (a + b) = c a * d b := by
  unfold composite
  refine Finset.sum_eq_single (a, b) (fun p hp hne => ?_) (fun h => ?_)
  · have hs := Finset.HasAntidiagonal.mem_antidiagonal.mp hp
    -- any other splitting of the rank exceeds one of the two truncations
    by_cases h1 : a < p.1
    · rw [hc _ h1, zero_mul]
    · have h2 : b < p.2 := by
        by_contra h2
        exact hne (Prod.ext (by dsimp only; omega) (by dsimp only; omega))
      rw [hd _ h2, mul_zero]
  · exact (h (Finset.HasAntidiagonal.mem_antidiagonal.mpr rfl)).elim
```

Suppose $c_n=0$ for $n>a$ and $d_n=0$ for $n>b$. In $e_{a+b}=\sum_{i+j=a+b}c_id_j$, any pair other than $(a,b)$ has $i>a$ or $j>b$, so one factor vanishes. `Finset.sum_eq_single` keeps the one surviving term, and `omega` does the arithmetic on the ranks. With $a=b=2$, two molecules treated with singles and doubles produce the quadruple excitation $c_2d_2$. If that product is nonzero, as it is for nonzero operators on separate molecules, CI with singles and doubles on the pair can't represent the product state. Amplitudes behave differently: if $t$ and $s$ both stop at rank 2, so does $t+s$.

Q: Now uniqueness. Why do the rational numbers enter?

```lean
variable [Algebra ℚ A]

/-- Over the rationals, the CI coefficients fix the cluster amplitudes at every rank from one
on. -/
theorem amplitudes_unique {t c : ℕ → A} (h : IsCluster t c) (u : ℕ → A) :
    IsCluster u c ↔ ∀ k, 1 ≤ k → u k = t k := by
  rw [isCluster_iff] at h ⊢
  constructor
  · intro hu k hk
    -- cancel the invertible series of CI coefficients, then the rank
    have e : ranked u = ranked t :=
      (isUnit_series h.1).mul_right_cancel (hu.2.symm.trans h.2)
    have ek := congrArg (PowerSeries.coeff k) e
    simp only [ranked, PowerSeries.coeff_mk] at ek
    have hq : (k : ℚ) ≠ 0 := Nat.cast_ne_zero.mpr (by omega)
    have hk' := (IsUnit.mk0 (k : ℚ) hq).map (algebraMap ℚ A)
    rw [map_natCast] at hk'
    exact hk'.mul_left_cancel ek
  · intro hu
    have e : ranked u = ranked t := by
      ext k
      simp only [ranked, PowerSeries.coeff_mk]
      rcases k with _ | k
      · simp
      · rw [hu (k + 1) (by omega)]
    exact ⟨h.1, e ▸ h.2⟩
```

A: To divide by the rank. Excitation operators with complex coefficients form an algebra over the rationals, so `Algebra ℚ A` costs you nothing. The first direction cancels the invertible series with `mul_right_cancel`, reads off $k\,u_k=k\,t_k$, and cancels $k$, whose invertibility is carried from ℚ into `A`. The other direction observes that two sequences equal from rank one on have the same `ranked` series, because rank zero is weighted by zero. In a nonzero ring with $2=0$ the recursion would never see $t_2$, so uniqueness does need that no positive integer multiplies a nonzero element to zero.

Q: Then state the final theorem in my language.

```lean
/-- Over the rationals, a sequence gives cluster amplitudes of the composite exactly when it is the
sum of the fragments' amplitudes at every rank from one on. -/
theorem cluster_amplitudes_additive {t c s d : ℕ → A} (hc : IsCluster t c)
    (hd : IsCluster s d) (u : ℕ → A) :
    IsCluster u (composite c d) ↔ ∀ k, 1 ≤ k → u k = t k + s k :=
  amplitudes_unique (isCluster_composite hc hd) u
```

A: Let `t` be the amplitudes for `c`, and `s` those for `d`. A sequence `u` gives amplitudes for the convolution of `c` and `d` if and only if $u_k=t_k+s_k$ at every rank $k\ge1$. The proof applies the uniqueness lemma to the sum that `isCluster_composite` supplies. For your initial guess, this means that the joined amplitudes describe the product state, and that no other amplitudes do.

Q: The namespace is named after size consistency, which to me is a statement about energies. I see no Hamiltonian.

A: There is none, and the theorem concerns amplitudes only. The energy takes a short further argument. Let $H=H_1+H_2$, with each part acting on one molecule, and let $|\Phi\rangle$ now stand for the joint reference, the product of the two molecular ones. In $\langle\Phi|H_1e^{T}e^{S}|\Phi\rangle$, with the series taken at $z=1$, the second molecule contributes the factor $\langle e^{S}\rangle=1$, and what is left is the energy of the first. The same holds for $H_2$, so the energies add. The joined amplitudes must also solve the coupled-cluster equations of the pair. They do, because $e^{-T-S}(H_1+H_2)e^{T+S}=e^{-T}H_1e^{T}+e^{-S}H_2e^{S}$. Each part excites only its own molecule, where the amplitude equations already hold, and no excitation of both molecules at once appears. For non-interacting fragments and a reference that factorises in this way, these two facts give the size consistency of coupled-cluster theory, also when both molecules and the pair are truncated at the same rank.

Q: Your theorem assumes that each molecule has amplitudes. Does it always?

```lean
/-- Over the rationals, all CI coefficients with `c 0 = 1` possess cluster amplitudes. -/
theorem exists_amplitudes {c : ℕ → A} (h : c 0 = 1) : ∃ t, IsCluster t c := by
  obtain ⟨v, hv⟩ := isUnit_series h
  -- divide the ranked series by the series itself, then divide each term by its rank
  let g : PowerSeries A := ranked c * ↑v⁻¹
  refine ⟨fun n => (1 / (n : ℚ)) • PowerSeries.coeff n g, (isCluster_iff _ _).mpr ⟨h, ?_⟩⟩
  have e : ranked (fun n => (1 / (n : ℚ)) • PowerSeries.coeff n g) = g := by
    ext n
    simp only [ranked, PowerSeries.coeff_mk]
    rcases n with _ | n
    · simp [g, ranked, PowerSeries.coeff_mul]
    · have hn : ((n + 1 : ℕ) : ℚ) ≠ 0 := Nat.cast_ne_zero.mpr (by omega)
      rw [Algebra.smul_def, ← mul_assoc, ← map_natCast (algebraMap ℚ A) (n + 1), ← map_mul,
        mul_one_div_cancel hn, map_one, one_mul]
  rw [e, ← hv, mul_assoc, Units.inv_mul, mul_one]
```

A: Yes, once $c_0=1$. Solve $zC'=GC$ for the series $G=(zC')C^{-1}$ and set $t_k=g_k/k$, where $g_k$ is the coefficient of $z^k$ in $G$. The proof does exactly this: `g` is $G$, and `e` checks that weighting the new sequence by rank gives `g` back. At rank zero Lean evaluates `1 / 0` as `0`, which sets the amplitude there to zero, where the recursion ignores it anyway.

Q: Show me one case that I can recognise.

```lean
/-- The coefficients `x ^ n / n!` have the amplitude `x` at rank one and zero at all other
ranks. -/
theorem isCluster_witness (x : A) :
    IsCluster (fun k => if k = 1 then x else 0)
      (fun n => (1 / (n.factorial : ℚ)) • x ^ n) := by
  refine ⟨by simp, fun n => ?_⟩
  rcases n with _ | n
  · simp
  · -- only the splitting of the rank into `1` and `n` contributes
    rw [Finset.sum_eq_single (1, n)]
    · have hq : ((n + 1 : ℕ) : ℚ) * (1 / ((n + 1).factorial : ℚ)) = 1 / (n.factorial : ℚ) := by
        have h1 : (n.factorial : ℚ) ≠ 0 := Nat.cast_ne_zero.mpr n.factorial_ne_zero
        have h2 : ((n + 1 : ℕ) : ℚ) ≠ 0 := Nat.cast_ne_zero.mpr (by omega)
        rw [Nat.factorial_succ, Nat.cast_mul]
        field_simp
      have hA := congrArg (algebraMap ℚ A) hq
      rw [map_mul, map_natCast] at hA
      simp only [Algebra.smul_def, if_true, Nat.cast_one]
      linear_combination x ^ (n + 1) * hA
    · intro p hp hne
      have hs := Finset.HasAntidiagonal.mem_antidiagonal.mp hp
      have h1 : p.1 ≠ 1 := fun h1 =>
        hne (Prod.ext h1 (by dsimp only; omega))
      simp [h1]
    · intro h
      exact absurd (Finset.HasAntidiagonal.mem_antidiagonal.mpr (Nat.add_comm 1 n)) h

end ClusterSizeConsistency
```

A: Here $c_n=x^n/n!$, the expansion of $e^x$, and the only amplitude is $t_1=x$. If $x$ is a singles operator, this is the familiar exponential of singles acting on the reference. At rank $n+1$ only the pair $(1,n)$ contributes to the recursion, which reduces to

$$(n+1)\,\frac{x^{n+1}}{(n+1)!}=x\,\frac{x^n}{n!}.$$

The identity `hq` is the statement about factorials, and `linear_combination` multiplies it by the power of $x$.

```lean
#print axioms ClusterSizeConsistency.isCluster_composite
-- 'ClusterSizeConsistency.isCluster_composite' depends on axioms: [propext, Classical.choice, Quot.sound]
#print axioms ClusterSizeConsistency.composite_top
-- 'ClusterSizeConsistency.composite_top' depends on axioms: [propext, Classical.choice, Quot.sound]
#print axioms ClusterSizeConsistency.cluster_amplitudes_additive
-- 'ClusterSizeConsistency.cluster_amplitudes_additive' depends on axioms: [propext, Classical.choice, Quot.sound]
#print axioms ClusterSizeConsistency.exists_amplitudes
-- 'ClusterSizeConsistency.exists_amplitudes' depends on axioms: [propext, Classical.choice, Quot.sound]
```

Q: I would have defined the amplitudes by $C=e^{T}$ and been done with it.

A: That is a sound alternative. Additivity would then come from $e^{T}e^{S}=e^{T+S}$ for commuting series, and the link to the textbook ansatz would be visible in the definition. Two things would change. The factorials in the exponential would require division from the start, while the recursion makes sense in any commutative ring. And one would give $T$ a zero constant term, which makes the formal exponential well defined, so $t_0$ would be fixed at zero and uniqueness would hold at every rank, where the present theorem leaves $u_0$ free.
